# Self-diffusion through vacancies at fixed doping: formation contributes the pair energy times the share of compensating defects

Take an undoped crystal in which vacancies form only together with a compensating defect, at energy \(E\) per pair. Let \(v\) and \(i\) be the two concentrations and \(b = 1/(k_BT)\) the inverse temperature. Ideal mass action gives \(v\,i = K_0e^{-bE}\), and charge balance gives \(v = i\). Hence \(v = \sqrt{K_0}\,e^{-bE/2}\), and

\[
-\frac{d\ln v}{db} = \frac E2 .
\]

Each defect carries half of the pair energy. Now fix a doping \(d\), so that \(v - i = d\). A change of temperature still creates or removes defects in pairs, so \(dv = di\), but for \(d\neq0\) the relative changes \(dv/v\) and \(di/i\) differ. They must add up to \(-E\,db\), which gives

\[
-\frac{d\ln v}{db} = E\,\frac{i}{v+i}.
\]

The scarcer defect has the larger relative change and takes the larger part of \(E\). This short argument presumes that \(v\) is differentiable; the development below obtains that from the closed form of \(v\).

In Lean 4 with Mathlib:

```lean
import Mathlib

open Filter Topology

namespace VacancyDiffusion

noncomputable section
```

## Mass action and charge balance

The equilibrium constant for pair formation is

\[
K(b) = K_0e^{-bE},
\]

where the constant \(K_0\) stands for the formation entropy and the density of available sites.

```lean
/-- The mass-action constant `K = K0 exp(-b E)` for forming a defect pair of energy `E`
at inverse temperature `b`. -/
def massAction (K0 E b : ℝ) : ℝ := K0 * Real.exp (-(b * E))
```

An equilibrium is a pair of positive numbers with \(v\,i = K\) and \(v - i = d\). The structure `DefectEquilibrium K d v i` is the proposition that these four conditions hold. All quantities are real numbers, with \(v\), \(i\) and \(d\) in a common unit such as site fraction, and \(K\) in its square.

The sign convention is that \(d > 0\) produces vacancies. In a rock-salt halide, \(v\) could be the cation vacancies, \(i\) the anion vacancies and \(d\) the concentration of divalent cation impurities.

The model assumes dilute, non-interacting defects of equal and opposite charge, a temperature-independent \(K_0\) and \(E\), and a doping that stays fully active. Association of impurities with oppositely charged defects, precipitation and further defect species are left out.

```lean
/-- Positive concentrations `v` of vacancies and `i` of compensating defects that obey
mass action `v i = K` and charge balance `v - i = d` at doping `d`. -/
structure DefectEquilibrium (K d v i : ℝ) : Prop where
  vac_pos : 0 < v
  comp_pos : 0 < i
  mass_action : v * i = K
  neutral : v - i = d
```

Eliminating \(i = v - d\) gives \(v^2 - d\cdot v - K = 0\), whose larger root is

\[
v = \frac{d+\sqrt{d^2+4K}}2 .
\]

```lean
/-- The closed form `(d + sqrt(d² + 4K))/2` for the vacancy concentration. -/
def vacancy (K d : ℝ) : ℝ := (d + √(d ^ 2 + 4 * K)) / 2
```

The quantity to be identified with \(-d\ln v/db\) is

\[
F = \frac E2\left(1-\frac{d}{\sqrt{d^2+4K}}\right).
\]

At this point it is only a definition; the link to a derivative is proved further down.

```lean
/-- The vacancy formation contribution `(E/2)(1 - d/sqrt(d² + 4K))` to the activation energy,
for `K > 0`. -/
def formationContribution (E K d : ℝ) : ℝ := E / 2 * (1 - d / √(d ^ 2 + 4 * K))
```

Atoms diffuse by jumping into neighbouring vacancies. For this self-diffusion with migration energy \(E_m\), the model is

\[
D = D_0e^{-bE_m}v,
\]

where the constant \(D_0\) stands for jump geometry, attempt frequency and migration entropy. The factor \(v\) enters because an atom can jump only when a vacancy is next to it; the diffusivity of the vacancies themselves lacks this factor.

```lean
/-- The diffusivity `D0 exp(-b Em) v` of a vacancy mechanism with migration energy `Em`
and vacancy concentration `v`. -/
def diffusivity (D0 Em b v : ℝ) : ℝ := D0 * Real.exp (-(b * Em)) * v
```

## The square root is the total defect concentration

From the two balance equations,

\[
d^2+4K = (v-i)^2+4vi = (v+i)^2 .
\]

Since \(v+i>0\), taking the root gives \(\sqrt{d^2+4K}=v+i\). The proof replaces \(d\) and \(K\) by their expressions in \(v\) and \(i\), lets `ring` confirm the square, and uses positivity to remove the root.

```lean
/-- In defect equilibrium the square root `sqrt(d² + 4K)` is the total defect
concentration `v + i`. -/
theorem DefectEquilibrium.sqrt_eq {K d v i : ℝ} (h : DefectEquilibrium K d v i) :
    √(d ^ 2 + 4 * K) = v + i := by
  have hv := h.vac_pos
  have hi := h.comp_pos
  rw [← h.neutral, ← h.mass_action,
    show (v - i) ^ 2 + 4 * (v * i) = (v + i) ^ 2 by ring]
  exact Real.sqrt_sq (by positivity)
```

## Exactly one positive solution

Write \(S=\sqrt{d^2+4K}\). For any equilibrium, \(v+i=S\) and \(v-i=d\), so

\[
v=\frac{S+d}2,\qquad i=\frac{S-d}2 .
\]

The second expression is the vacancy formula with \(d\) replaced by \(-d\). Conversely, if \(K>0\) then \(S>|d|\), so both numbers are positive. Their difference is \(d\), and their product is \((S^2-d^2)/4=K\).

The theorem states this as an equivalence: for \(K>0\), a pair is an equilibrium if and only if it is this explicit pair. Left to right is uniqueness, right to left existence. In the second half the inequalities `h1` and `h2` supply positivity, and `hs`, which says \(S^2=d^2+4K\), supplies the product.

```lean
/-- For `K > 0` and any real doping, the defect equations have exactly one positive solution;
the compensating defect follows the vacancy formula with the doping reversed. -/
theorem defectEquilibrium_iff {K d v i : ℝ} (hK : 0 < K) :
    DefectEquilibrium K d v i ↔ v = vacancy K d ∧ i = vacancy K (-d) := by
  constructor
  · intro h
    have hs := h.sqrt_eq
    have hn := h.neutral
    constructor
    · rw [vacancy, hs]
      linarith
    · rw [vacancy, neg_sq, hs]
      linarith
  · rintro ⟨rfl, rfl⟩
    -- the square root exceeds both d and -d, so both concentrations are positive
    have h1 : d < √(d ^ 2 + 4 * K) := Real.lt_sqrt_of_sq_lt (by linarith)
    have h2 : -d < √(d ^ 2 + 4 * K) := Real.lt_sqrt_of_sq_lt (by rw [neg_sq]; linarith)
    have hs : √(d ^ 2 + 4 * K) ^ 2 = d ^ 2 + 4 * K := Real.sq_sqrt (by positivity)
    constructor <;> simp only [vacancy, neg_sq]
    · linarith
    · linarith
    · linear_combination hs / 4
    · ring
```

## The contribution as a share of the pair energy

Inserting \(S=v+i\) and \(d=v-i\) into \(F\) gives

\[
F=\frac E2\left(1-\frac{v-i}{v+i}\right)=E\,\frac{i}{v+i}.
\]

This is an algebraic identity for every equilibrium and every real \(E\). In the proof, `hss` writes the number 1 as \((v+i)/(v+i)\), which puts both terms over the same denominator.

```lean
/-- In defect equilibrium the formation contribution is `E` times the share `i/(v + i)` of
compensating defects among all defects. -/
theorem formationContribution_eq_share {K d v i : ℝ} (E : ℝ)
    (h : DefectEquilibrium K d v i) :
    formationContribution E K d = E * (i / (v + i)) := by
  have hss : (v + i) / (v + i) = 1 := div_self (add_pos h.vac_pos h.comp_pos).ne'
  rw [formationContribution, h.sqrt_eq, ← h.neutral]
  linear_combination (-(E / 2)) * hss
```

## The temperature derivative of the vacancy concentration

Differentiate the closed form step by step at fixed \(d\):

\[
\frac{dK}{db}=-EK,\qquad
\frac{dS}{db}=\frac{4(-EK)}{2S},\qquad
\frac{dv}{db}=\frac12\frac{dS}{db}=-\frac{EK}{S}=-\frac{E\,v\,i}{v+i}.
\]

Dividing by \(-v\) gives

\[
-\frac{d\ln v}{db}=E\,\frac{i}{v+i}=F .
\]

In the formal statement `v` and `i` are arbitrary functions of the inverse temperature, and the hypothesis `h` says that they form an equilibrium at every real argument. Such functions exist exactly when \(K_0>0\): positive concentrations have a positive product \(K\), which requires \(K_0>0\), and for \(K_0>0\) the preceding equivalence supplies them. Neither their formula nor their smoothness is assumed. The conclusion, a `HasDerivAt` statement, says that \(-\ln v\) is differentiable at `b` with derivative \(F\).

The proof first identifies `v` with the closed form in `hv`. Then `hlin` and `hk` give \(dK/db\), `hs` gives \(dS/db\), and `hvac` gives \(dv/db\). After a return to concentrations, the chain rule for the logarithm finishes the calculation.

```lean
/-- If defect equilibrium holds at every inverse temperature with fixed doping `d`, then
`-d ln v/db = (E/2)(1 - d/sqrt(d² + 4K))`. -/
theorem hasDerivAt_neg_log_vacancy {K0 E d : ℝ} {v i : ℝ → ℝ}
    (h : ∀ b, DefectEquilibrium (massAction K0 E b) d (v b) (i b)) (b : ℝ) :
    HasDerivAt (fun t => -Real.log (v t))
      (formationContribution E (massAction K0 E b) d) b := by
  have hvb := (h b).vac_pos
  have hK : 0 < massAction K0 E b := by
    rw [← (h b).mass_action]
    exact mul_pos hvb (h b).comp_pos
  have hv : v = fun t => (d + √(d ^ 2 + 4 * massAction K0 E t)) / 2 := by
    funext t
    rw [(h t).sqrt_eq]
    linarith [(h t).neutral]
  -- van 't Hoff: dK/db = -E K
  have hlin : HasDerivAt (fun t : ℝ => -(t * E)) (-E) b :=
    ((hasDerivAt_id' b).mul_const E).fun_neg.congr_deriv (by ring)
  have hk : HasDerivAt (fun t => massAction K0 E t) (-E * massAction K0 E b) b :=
    (hlin.exp.const_mul K0).congr_deriv (by unfold massAction; ring)
  have hs : HasDerivAt (fun t => √(d ^ 2 + 4 * massAction K0 E t))
      (4 * (-E * massAction K0 E b) / (2 * √(d ^ 2 + 4 * massAction K0 E b))) b :=
    ((hk.const_mul 4).const_add (d ^ 2)).sqrt (by positivity)
  have hvac : HasDerivAt (fun t => (d + √(d ^ 2 + 4 * massAction K0 E t)) / 2)
      (-E * massAction K0 E b / √(d ^ 2 + 4 * massAction K0 E b)) b :=
    ((hs.const_add d).div_const 2).congr_deriv (by ring)
  -- in terms of concentrations: dv/db = -E v i/(v + i)
  rw [← hv, (h b).sqrt_eq, ← (h b).mass_action] at hvac
  have hvv : v b / v b = 1 := div_self hvb.ne'
  rw [formationContribution_eq_share E (h b)]
  exact (hvac.log hvb.ne').fun_neg.congr_deriv
    (by linear_combination (E * (i b / (v b + i b))) * hvv)
```

## Which side of one half

Write

\[
F=\frac E2-c\,d,\qquad c=\frac{E}{2S}.
\]

For \(E,K>0\) the coefficient \(c\) is positive, so \(F<E/2\) exactly when \(d>0\), and \(F>E/2\) exactly when \(d<0\). At \(d=0\) the undoped value \(E/2\) returns.

The proof establishes this form as `e` and the positivity of \(c\) as `hc`. The four remaining goals are the two directions of the two equivalences, each settled by the sign of \(c\,d\).

```lean
/-- For `E, K > 0` the formation contribution lies below `E/2` exactly for doping `d > 0`,
and above `E/2` exactly for `d < 0`. -/
theorem formationContribution_compare_half {E K : ℝ} (hE : 0 < E) (hK : 0 < K) (d : ℝ) :
    (formationContribution E K d < E / 2 ↔ 0 < d) ∧
      (E / 2 < formationContribution E K d ↔ d < 0) := by
  have hs : 0 < √(d ^ 2 + 4 * K) := Real.sqrt_pos.2 (by positivity)
  have hc : 0 < E / (2 * √(d ^ 2 + 4 * K)) := by positivity
  have e : formationContribution E K d = E / 2 - E / (2 * √(d ^ 2 + 4 * K)) * d := by
    unfold formationContribution
    ring
  rw [e]
  generalize E / (2 * √(d ^ 2 + 4 * K)) = c at hc
  refine ⟨⟨fun h => ?_, fun h => ?_⟩, ⟨fun h => ?_, fun h => ?_⟩⟩
  · by_contra hd
    linarith [mul_nonpos_of_nonneg_of_nonpos hc.le (not_lt.1 hd)]
  · linarith [mul_pos hc h]
  · by_contra hd
    linarith [mul_nonneg hc.le (not_lt.1 hd)]
  · linarith [mul_neg_of_pos_of_neg hc h]
```

## The extrinsic limits at low temperature

For \(E>0\), \(K\to0\) as \(b\to\infty\), so \(S\to|d|\). If \(d\neq0\),

\[
F\to\frac E2\left(1-\frac d{|d|}\right)=
\begin{cases}0,&d>0,\\ E,&d<0.\end{cases}
\]

With \(d>0\) the doping fixes the vacancy concentration near \(d\), and forming vacancies no longer adds to the slope. With \(d<0\) it fixes the compensating defects near \(|d|\), so \(v\approx K/|d|\) carries the whole pair energy. These are limits of the model: in a real crystal the neglected association of impurities with oppositely charged defects can change the slope before they are reached.

The proof obtains these limits in the same order: `hexp` and `hk` for \(K\), `hs` for the root, and `key` for \(F\) at nonzero doping. The two signs of \(d\) then give the two values.

```lean
/-- For `E > 0`, in the low-temperature limit `b → ∞` the formation contribution tends to `0`
for doping `d > 0` and to `E` for `d < 0`. -/
theorem formationContribution_extrinsic_limit {E : ℝ} (hE : 0 < E) (K0 d : ℝ) :
    (0 < d → Tendsto (fun b => formationContribution E (massAction K0 E b) d)
      atTop (𝓝 0)) ∧
    (d < 0 → Tendsto (fun b => formationContribution E (massAction K0 E b) d)
      atTop (𝓝 E)) := by
  -- thermal pair formation freezes out
  have hexp : Tendsto (fun b : ℝ => Real.exp (-(b * E))) atTop (𝓝 0) :=
    Real.tendsto_exp_atBot.comp
      (tendsto_neg_atTop_atBot.comp (tendsto_id.atTop_mul_const hE))
  have hk : Tendsto (fun b => massAction K0 E b) atTop (𝓝 (K0 * 0)) := hexp.const_mul K0
  have hs : Tendsto (fun b => √(d ^ 2 + 4 * massAction K0 E b)) atTop (𝓝 |d|) := by
    have h := ((hk.const_mul 4).const_add (d ^ 2)).sqrt
    rwa [mul_zero, mul_zero, add_zero, Real.sqrt_sq_eq_abs] at h
  have key (hd : d ≠ 0) :
      Tendsto (fun b => formationContribution E (massAction K0 E b) d) atTop
        (𝓝 (E / 2 * (1 - d / |d|))) :=
    ((tendsto_const_nhds.div hs (abs_ne_zero.2 hd)).const_sub 1).const_mul (E / 2)
  constructor
  · intro hd
    have h := key hd.ne'
    rwa [abs_of_pos hd, div_self hd.ne', sub_self, mul_zero] at h
  · intro hd
    have h := key hd.ne
    rwa [abs_of_neg hd, div_neg, div_self hd.ne,
      show E / 2 * (1 - -1) = E by ring] at h
```

## The apparent activation energy of diffusion

The logarithm separates migration from formation:

\[
-\ln D=bE_m-\ln D_0-\ln v,
\qquad
-\frac{d\ln D}{db}=E_m+F .
\]

The statement takes \(D_0>0\) and the same equilibrium hypothesis as before. The equation `heq` is the separated logarithm; the derivative of its last term is the theorem already proved for \(-\ln v\).

```lean
/-- If defect equilibrium holds at every inverse temperature with fixed doping and `D0 > 0`, the
apparent activation energy `-d ln D/db` is the migration energy plus the formation contribution. -/
theorem hasDerivAt_neg_log_diffusivity {K0 E d D0 : ℝ} {v i : ℝ → ℝ} (hD : 0 < D0) (Em : ℝ)
    (h : ∀ b, DefectEquilibrium (massAction K0 E b) d (v b) (i b)) (b : ℝ) :
    HasDerivAt (fun t => -Real.log (diffusivity D0 Em t (v t)))
      (Em + formationContribution E (massAction K0 E b) d) b := by
  -- the logarithm separates migration from formation
  have heq : (fun t => -Real.log (diffusivity D0 Em t (v t))) =
      fun t => (t * Em - Real.log D0) + -Real.log (v t) := by
    funext t
    rw [diffusivity, Real.log_mul (mul_pos hD (Real.exp_pos _)).ne' (h t).vac_pos.ne',
      Real.log_mul hD.ne' (Real.exp_pos _).ne', Real.log_exp]
    ring
  rw [heq]
  exact ((((hasDerivAt_id' b).mul_const Em).sub_const (Real.log D0)).fun_add
    (hasDerivAt_neg_log_vacancy h b)).congr_deriv (by ring)

end

end VacancyDiffusion
```

```lean
#print axioms VacancyDiffusion.formationContribution_eq_share
-- 'VacancyDiffusion.formationContribution_eq_share' depends on axioms: [propext, Classical.choice, Quot.sound]
#print axioms VacancyDiffusion.formationContribution_compare_half
-- 'VacancyDiffusion.formationContribution_compare_half' depends on axioms: [propext, Classical.choice, Quot.sound]
#print axioms VacancyDiffusion.formationContribution_extrinsic_limit
-- 'VacancyDiffusion.formationContribution_extrinsic_limit' depends on axioms: [propext, Classical.choice, Quot.sound]
#print axioms VacancyDiffusion.hasDerivAt_neg_log_diffusivity
-- 'VacancyDiffusion.hasDerivAt_neg_log_diffusivity' depends on axioms: [propext, Classical.choice, Quot.sound]
```

## Three dopings at the same temperature

Measure concentrations in units of \(10^{-6}\) per site, and choose a temperature at which \(K=4\) in the square of that unit. Let \(E=2\) eV and \(E_m=0.7\) eV, values chosen for easy arithmetic.

For \(d=3\), the root is \(\sqrt{9+16}=5\), so \(v=4\) and \(i=1\). Indeed \(4\cdot1=4\) and \(4-1=3\). The other two rows follow in the same way.

| \(d\) | \(v\) | \(i\) | \(i/(v+i)\) | \(F\) | \(E_m+F\) |
|---:|---:|---:|---:|---:|---:|
| 3 | 4 | 1 | 1/5 | 0.4 eV | 1.1 eV |
| 0 | 2 | 2 | 1/2 | 1.0 eV | 1.7 eV |
| −3 | 1 | 4 | 4/5 | 1.6 eV | 2.3 eV |

The doped values are local slopes and change with temperature, because \(K\) does. When formation and migration energies from electronic-structure calculations are compared with a measured Arrhenius slope, this ideal two-defect model with fixed doping says what fraction of the pair energy to add to the migration energy.
